# The sum of bond squares for an antisymmetric profile cut off on both sides of a wall

On an infinite chain with a wall between sites 0 and 1, `trial_squares` takes a real, antisymmetric profile that has values −1 and 1 beside the wall, shrinks by a factor of 3 per site going outward, and is set to zero after `N + 1` sites on each side. Each bond carries a square: `J/2` times (u₀ + u₁)² at the wall, and elsewhere `J/6` times the square of the inner amplitude minus three times the outer one. The lemma says that, for any real `J`, these squares add up to (J/3)·9^(−N). The profile is not normalised; dividing by its squared norm, (9/4)(1 − 9^(−(N+1))), gives 4J/(3(9^(N+1) − 1)). The proof tries to show that every bond except the two at the cut-offs contributes zero, and then evaluates those two.

This version doesn't compile in Lean 4 with Mathlib:

```lean
import Mathlib

namespace TrialSquares

noncomputable section

/-- The square attached to each bond after completing squares outward from the wall. -/
def bondSquare (J : ℝ) (u : ℤ → ℝ) (x : ℤ) : ℝ :=
  if x < 0 then J / 6 * (u (x + 1) - 3 * u x) ^ 2
  else if x = 0 then J / 2 * (u x + u (x + 1)) ^ 2
  else J / 6 * (u x - 3 * u (x + 1)) ^ 2

/-- Antisymmetric profile falling by a factor 3 per site, cut off after `N + 1` sites
on each side of the wall. -/
def trial (N : ℕ) (x : ℤ) : ℝ :=
  if 0 < x then (if x ≤ N + 1 then (3 : ℝ) ^ (1 - x) else 0)
  else (if -(N : ℤ) ≤ x then -(3 : ℝ) ^ x else 0)

/-- A lattice sum whose terms vanish outside a finite window is the sum over that window. -/
theorem finsum_window {f : ℤ → ℝ} {s : Finset ℤ} (hf : ∀ x, x ∉ s → f x = 0) :
    ∑ᶠ x, f x = ∑ x ∈ s, f x :=
  finsum_eq_sum_of_support_subset f fun x hx => by
    by_contra h
    exact hx (hf x fun m => h (Finset.mem_coe.mpr m))

/-- For the cut-off profile the bond squares, summed over the chain, add up to `(J/3) 9^(-N)`. -/
theorem trial_squares (J : ℝ) (N : ℕ) :
    ∑ᶠ x, bondSquare J (trial N) x = J / 3 * (1 / 9) ^ N := by
  have e : ∑ᶠ x, bondSquare J (trial N) x =
      ∑ x ∈ ({-(N : ℤ) - 1, (N : ℤ) + 1} : Finset ℤ), bondSquare J (trial N) x := by
    refine finsum_window fun x hx => ?_
    simp only [Finset.mem_insert, Finset.mem_singleton, not_or] at hx
    rcases lt_trichotomy x 0 with h | h | h
    · have z : (3 : ℝ) ^ (x + 1) = 3 ^ x * 3 := zpow_add_one₀ (by norm_num) x
      simp only [bondSquare, trial, if_pos h, if_neg (show ¬ 0 < x + 1 by omega),
        if_neg (show ¬ 0 < x by omega), z]
      split_ifs <;> first | ring | (exfalso; omega)
    · subst h
      simp [bondSquare, trial]
    · have z : (3 : ℝ) ^ (1 - x) = 3 ^ (1 - (x + 1)) * 3 := by
        rw [← zpow_add_one₀ (by norm_num)]
        congr 1
        ring
      simp only [bondSquare, trial, if_neg (show ¬ x < 0 by omega), if_neg h.ne', if_pos h,
        if_pos (show 0 < x + 1 by omega), z]
      split_ifs <;> first | ring | (exfalso; omega)
  have l : trial N (-(N : ℤ) - 1) = 0 := by
    rw [trial, if_neg (by omega), if_neg (by omega)]
  have l' : trial N (-(N : ℤ) - 1 + 1) = -(3 : ℝ) ^ (-(N : ℤ)) := by
    rw [sub_add_cancel, trial, if_neg (by omega), if_pos le_rfl]
  have r : trial N ((N : ℤ) + 1) = (3 : ℝ) ^ (-(N : ℤ)) := by
    rw [trial, if_pos (by omega), if_pos le_rfl, show 1 - ((N : ℤ) + 1) = -N by ring]
  have r' : trial N ((N : ℤ) + 1 + 1) = 0 := by
    rw [trial, if_pos (by omega), if_neg (by omega)]
  have p : ((3 : ℝ) ^ (-(N : ℤ))) ^ 2 = (1 / 9) ^ N := by
    rw [zpow_neg, zpow_natCast, ← inv_pow, ← pow_mul, mul_comm, pow_mul]
    norm_num
  rw [e, Finset.sum_pair (by omega)]
  simp only [bondSquare, l, l', r, r', if_pos (show -(N : ℤ) - 1 < 0 by omega),
    if_neg (show ¬ (N : ℤ) + 1 < 0 by omega), if_neg (show ¬ (N : ℤ) + 1 = 0 by omega)]
  generalize (3 : ℝ) ^ (-(N : ℤ)) = q at p ⊢
  linear_combination (J / 3) * p

end

end TrialSquares
```

Messages:

```
Try this:
  [apply] ring_nf
  
  The `ring` tactic failed to close the goal. Use `ring_nf` to obtain a normal form.
    
  Note that `ring` works primarily in *commutative* rings. If you have a noncommutative ring, abelian group or module, consider using `noncomm_ring`, `abel` or `module` instead.
Try this:
  [apply] ring_nf
  
  The `ring` tactic failed to close the goal. Use `ring_nf` to obtain a normal form.
    
  Note that `ring` works primarily in *commutative* rings. If you have a noncommutative ring, abelian group or module, consider using `noncomm_ring`, `abel` or `module` instead.
Main.lean:34:4: error: unsolved goals
case neg
J : ℝ
N : ℕ
x : ℤ
hx : ¬x = -↑N - 1 ∧ ¬x = ↑N + 1
h : x < 0
z : 3 ^ (x + 1) = 3 ^ x * 3
h✝¹ : -↑N ≤ x + 1
h✝ : ¬-↑N ≤ x
⊢ J * (3 ^ x) ^ 2 * (3 / 2) = 0

case pos
J : ℝ
N : ℕ
x : ℤ
hx : ¬x = -↑N - 1 ∧ ¬x = ↑N + 1
h : x < 0
z : 3 ^ (x + 1) = 3 ^ x * 3
h✝¹ : ¬-↑N ≤ x + 1
h✝ : -↑N ≤ x
⊢ J * (3 ^ x) ^ 2 * (3 / 2) = 0
Try this:
  [apply] ring_nf
  
  The `ring` tactic failed to close the goal. Use `ring_nf` to obtain a normal form.
    
  Note that `ring` works primarily in *commutative* rings. If you have a noncommutative ring, abelian group or module, consider using `noncomm_ring`, `abel` or `module` instead.
Try this:
  [apply] ring_nf
  
  The `ring` tactic failed to close the goal. Use `ring_nf` to obtain a normal form.
    
  Note that `ring` works primarily in *commutative* rings. If you have a noncommutative ring, abelian group or module, consider using `noncomm_ring`, `abel` or `module` instead.
Main.lean:40:4: error: unsolved goals
case neg
J : ℝ
N : ℕ
x : ℤ
hx : ¬x = -↑N - 1 ∧ ¬x = ↑N + 1
h : 0 < x
z : 3 ^ (1 - x) = 3 ^ (1 - (x + 1)) * 3
h✝¹ : x ≤ ↑N + 1
h✝ : ¬x + 1 ≤ ↑N + 1
⊢ J * (3 ^ (-x)) ^ 2 * (3 / 2) = 0

case pos
J : ℝ
N : ℕ
x : ℤ
hx : ¬x = -↑N - 1 ∧ ¬x = ↑N + 1
h : 0 < x
z : 3 ^ (1 - x) = 3 ^ (1 - (x + 1)) * 3
h✝¹ : ¬x ≤ ↑N + 1
h✝ : x + 1 ≤ ↑N + 1
⊢ J * (3 ^ (-x)) ^ 2 * (3 / 2) = 0
```

Diagnosis. The four leftover goals come from `split_ifs`, which splits on whether each end of a bond lies inside the cut-off. Their equations do not hold for general `J`, but their hypotheses are contradictory. In each `case neg`, the conditions force `x` to be one of the two cut-off bonds, which `hx` excludes; in each `case pos`, the two inequalities contradict each other.

`omega` could have closed these goals, but it was never tried. When `ring` cannot prove an equation, it falls back to `ring_nf`, which here simplified the goal without closing it and without failing. The "Try this" messages report this fallback. Since `first` moves on only when an alternative fails, it stopped there, leaving the goals unsolved.

Both changes make the same swap, one on each side of the wall. With `(exfalso; omega)` first, the contradictory cases are closed at once. In the consistent cases `omega` fails, `first` restores the original goal, and `ring` proves that the square is zero.

Lean accepts the file once it reads:

```diff
@@ -35,5 +35,5 @@
       simp only [bondSquare, trial, if_pos h, if_neg (show ¬ 0 < x + 1 by omega),
         if_neg (show ¬ 0 < x by omega), z]
-      split_ifs <;> first | ring | (exfalso; omega)
+      split_ifs <;> first | (exfalso; omega) | ring
     · subst h
       simp [bondSquare, trial]
@@ -44,5 +44,5 @@
       simp only [bondSquare, trial, if_neg (show ¬ x < 0 by omega), if_neg h.ne', if_pos h,
         if_pos (show 0 < x + 1 by omega), z]
-      split_ifs <;> first | ring | (exfalso; omega)
+      split_ifs <;> first | (exfalso; omega) | ring
   have l : trial N (-(N : ℤ) - 1) = 0 := by
     rw [trial, if_neg (by omega), if_neg (by omega)]
```
